# k rank-one shifts leave the lowest eigenvalue of a symmetric matrix at or below its original level k + 1

## Two levels and one projector

Take \(H=\mathrm{diag}(E_0,E_1)\) with \(E_0\le E_1\), and add \(B\,cc^T\) with a real shift \(B\) and a nonzero vector \(c=(u,v)^T\). The unit vector \(x=(v,-u)^T/\sqrt{u^2+v^2}\) is orthogonal to \(c\), so its energy does not contain \(B\):

\[
x^T(H+B\,cc^T)x=\frac{v^2E_0+u^2E_1}{u^2+v^2}\le E_1 .
\]

The lowest eigenvalue cannot exceed the energy of a trial vector. It therefore stays at or below \(E_1\), however large \(B\) is.

## Counting the directions that no projector sees

Let \(H\) be a symmetric operator on a real space of dimension \(n\), with orthonormal eigenvectors \(b_0,\dots,b_{n-1}\) and levels \(E_0\le\dots\le E_{n-1}\). For \(k<n\), take any vectors \(c_0,\dots,c_{k-1}\) and real shifts \(B_0,\dots,B_{k-1}\), and set

\[
T=H+\sum_{i<k}B_i\,|c_i\rangle\langle c_i| .
\]

The claim is that the lowest eigenvalue \(\mu\) of \(T\) satisfies \(\mu\le E_k\). Counted from zero, \(E_k\) is level number \(k+1\).

Look for a trial vector \(x=\sum_{j=0}^{k}a_jb_j\) orthogonal to every \(c_i\). This requires

\[
\sum_{j=0}^{k}\langle c_i,b_j\rangle a_j=0,\qquad i=0,\dots,k-1 .
\]

These are \(k\) homogeneous equations for \(k+1\) unknowns, so a solution \(a\ne0\) exists, and \(\langle x,x\rangle=\sum_j a_j^2>0\). Every projector term vanishes on \(x\), hence \(Tx=Hx\) and

\[
\langle x,Tx\rangle=\sum_{j=0}^{k}E_ja_j^2\le E_k\langle x,x\rangle .
\]

For the lower bound, \(T\) is symmetric, since \(\langle x,Ty\rangle=\langle x,Hy\rangle+\sum_iB_i\langle c_i,x\rangle\langle c_i,y\rangle\) is unchanged when \(x\) and \(y\) are exchanged. It has an orthonormal eigenbasis \(b'_j\) with levels \(E'_j\ge\mu\), so

\[
\langle x,Tx\rangle=\sum_jE'_j\langle b'_j,x\rangle^2\ge\mu\langle x,x\rangle .
\]

Combining the two bounds and dividing by \(\langle x,x\rangle\) gives \(\mu\le E_k\).

For \(k\ge1\) the eigenvector \(b_k\) alone will not do as the trial vector in general. Its energy in \(T\) is \(E_k+\sum_iB_i\langle c_i,b_k\rangle^2\), which grows with positive shifts unless \(b_k\) happens to be orthogonal to the \(c_i\). Mixing the \(k+1\) lowest eigenvectors gives a trial vector orthogonal to every \(c_i\), whatever the \(c_i\) are.

If \(k+1\) core levels lie below a valence level \(E_{k+1}\), with \(E_k<E_{k+1}\), then \(\mu\le E_k<E_{k+1}\): one projector too few leaves a state below the valence level. The bound is also attained. For \(c_i=b_i\), the eigenvalues of \(T\) are \(E_i+B_i\) for \(i<k\) and \(E_j\) for \(j\ge k\), so the lowest is exactly \(E_k\) once every \(B_i\ge E_k-E_i\).

## A 4s valence shell with the 3s projector missing

In calculations with model core potentials or ab initio model potentials, core-like solutions are moved upwards by such shifts. Suppose that the s block of a fixed one-electron matrix \(F\), in a basis with overlap matrix \(S\), has levels 1s, 2s, 3s and 4s in this order, with 4s meant as the valence level. The program forms the overlaps \(s_i\) of the basis functions with each core orbital and solves

\[
\Bigl(F+\sum_iB_i\,s_is_i^T\Bigr)v=\varepsilon Sv .
\]

In the orthonormalised basis, \(c_i=S^{-1/2}s_i\). If only 1s and 2s enter the sum, then \(k=2\) and the lowest root is at most the 3s level. Raising the two shifts from 10 to 1000 hartree does not alter that bound; within this equation, lifting the lowest root above the 3s level takes at least a third projector.

## The operators and the lowest level

The space `V` is a real inner product space, and `n` and `k` are the number of levels and of core vectors.

In Lean 4 with Mathlib:

```lean
import Mathlib

open scoped InnerProductSpace

namespace ModelCorePotential

variable {V : Type*} [NormedAddCommGroup V] [InnerProductSpace ℝ V]
variable {n k : ℕ}
```

The vector `c` need not be normalised. For \(c\ne0\) the operator below is \(\|c\|^2\) times the projector onto the direction of \(c\), so the physical shift is \(B\|c\|^2\).

```lean
/-- The rank-one core operator `|c⟩⟨c|`, which sends `x` to `⟨c, x⟩ c`. -/
def coreProjector (c : V) : V →ₗ[ℝ] V where
  toFun x := ⟪c, x⟫_ℝ • c
  map_add' x y := by rw [inner_add_right, add_smul]
  map_smul' r x := by rw [real_inner_smul_right, mul_smul, RingHom.id_apply]
```

The Hamiltonian \(T\) is `shifted H c B`. Neither orthogonality of the core vectors nor a sign of the shifts is assumed.

```lean
/-- The model-potential Hamiltonian `H + ∑ B_i |c_i⟩⟨c_i|` with core vectors `c_i`
and energy shifts `B_i`. -/
def shifted (H : V →ₗ[ℝ] V) (c : Fin k → V) (B : Fin k → ℝ) : V →ₗ[ℝ] V :=
  H + ∑ i, B i • coreProjector (c i)
```

A ground level is the least element of the set of eigenvalues, so the definition demands an actual eigenvalue and not just a lower bound.

```lean
/-- `μ` is the lowest eigenvalue of the operator `T`. -/
def IsGroundLevel (T : V →ₗ[ℝ] V) (μ : ℝ) : Prop :=
  IsLeast {e : ℝ | Module.End.HasEigenvalue T e} μ

/-- The action of the model-potential Hamiltonian on a vector. -/
theorem shifted_apply (H : V →ₗ[ℝ] V) (c : Fin k → V) (B : Fin k → ℝ) (x : V) :
    shifted H c B x = H x + ∑ i, B i • ⟪c i, x⟫_ℝ • c i := by
  simp [shifted, coreProjector, LinearMap.sum_apply]
```

## Energies in an eigenbasis

The hypothesis `hH` says that `b i` is an eigenvector with level `E i`. Inserting the expansion of \(y\) in this basis gives the matrix element.

```lean
/-- Matrix elements of an operator with orthonormal eigenbasis `b` and levels `E`
are sums over its levels. -/
theorem matrix_element (b : OrthonormalBasis (Fin n) ℝ V) {E : Fin n → ℝ}
    {H : V →ₗ[ℝ] V} (hH : ∀ i, H (b i) = E i • b i) (x y : V) :
    ⟪x, H y⟫_ℝ = ∑ i, E i * (⟪b i, x⟫_ℝ * ⟪b i, y⟫_ℝ) := by
  calc ⟪x, H y⟫_ℝ = ⟪x, H (∑ i, ⟪b i, y⟫_ℝ • b i)⟫_ℝ := by rw [b.sum_repr']
    _ = ∑ i, E i * (⟪b i, x⟫_ℝ * ⟪b i, y⟫_ℝ) := by
      simp only [map_sum, map_smul, hH, inner_sum, real_inner_smul_right]
      refine Finset.sum_congr rfl fun i _ => ?_
      rw [real_inner_comm (b i) x]
      ring
```

Applied to the identity operator, with all levels equal to 1, the same formula gives \(\langle x,x\rangle\). The variational bound then follows term by term.

```lean
/-- Variational lower bound for an operator `H` with an orthonormal eigenbasis: if no level of `H`
lies below `μ`, then `μ ⟨x, x⟩ ≤ ⟨x, H x⟩` for every vector `x`. -/
theorem variational_bound (b : OrthonormalBasis (Fin n) ℝ V) {E : Fin n → ℝ}
    {H : V →ₗ[ℝ] V} (hH : ∀ i, H (b i) = E i • b i) {μ : ℝ} (hμ : ∀ i, μ ≤ E i)
    (x : V) : μ * ⟪x, x⟫_ℝ ≤ ⟪x, H x⟫_ℝ := by
  have h1 := matrix_element b (E := fun _ => 1) (H := LinearMap.id) (by simp) x x
  simp only [LinearMap.id_apply, one_mul] at h1
  rw [matrix_element b hH x x, h1, Finset.mul_sum]
  exact Finset.sum_le_sum fun i _ =>
    mul_le_mul_of_nonneg_right (hμ i) (mul_self_nonneg _)
```

The smallest listed level is an eigenvalue because its basis vector is an eigenvector. No eigenvalue lies below it, as the variational bound for the corresponding eigenvector shows.

```lean
/-- In an orthonormal eigenbasis, the smallest of the listed levels is the lowest
eigenvalue of the operator. -/
theorem isGroundLevel_of_le (b : OrthonormalBasis (Fin n) ℝ V) {E : Fin n → ℝ}
    {H : V →ₗ[ℝ] V} (hH : ∀ i, H (b i) = E i • b i) (m : Fin n)
    (hm : ∀ i, E m ≤ E i) : IsGroundLevel H (E m) := by
  constructor
  · exact Module.End.hasEigenvalue_of_hasEigenvector
      ⟨Module.End.mem_eigenspace_iff.mpr (hH m), b.orthonormal.ne_zero m⟩
  · intro e he
    obtain ⟨x, hx⟩ := Module.End.HasEigenvalue.exists_hasEigenvector he
    have h := variational_bound b hH hm x
    rw [hx.apply_eq_smul, real_inner_smul_right] at h
    have hpos : 0 < ⟪x, x⟫_ℝ := by
      rw [real_inner_self_eq_norm_sq]
      exact pow_pos (norm_pos_iff.mpr hx.2) 2
    exact le_of_mul_le_mul_right h hpos
```

The spectral theorem, followed by sorting, supplies an ordered eigenbasis for every symmetric operator. The eigenbasis assumed for \(H\) in the main theorem is therefore no restriction beyond symmetry and finite dimension.

```lean
/-- Every symmetric operator on an `n`-dimensional space has an orthonormal eigenbasis
with levels in increasing order. -/
theorem exists_ordered_levels [FiniteDimensional ℝ V] {T : V →ₗ[ℝ] V}
    (hT : T.IsSymmetric) (hn : Module.finrank ℝ V = n) :
    ∃ (b : OrthonormalBasis (Fin n) ℝ V) (E : Fin n → ℝ),
      Monotone E ∧ ∀ i, T (b i) = E i • b i := by
  refine ⟨(hT.eigenvectorBasis hn).reindex (Tuple.sort (hT.eigenvalues hn)).symm,
    hT.eigenvalues hn ∘ Tuple.sort (hT.eigenvalues hn), Tuple.monotone_sort _,
    fun i => ?_⟩
  rw [OrthonormalBasis.reindex_apply, Equiv.symm_symm]
  exact hT.apply_eigenvectorBasis hn (Tuple.sort (hT.eigenvalues hn) i)
```

## The trial vector

The matrix `M` holds the overlaps \(\langle c_i,b_j\rangle\). If only \(a=0\) solved \(Ma=0\), then `M` would map \(k+1\) dimensions injectively into \(k\), and `hdim` would give the impossible inequality \(k+1\le k\). The last three blocks check that \(x\ne0\), that \(x\) is orthogonal to each \(c_i\), and that it has no component above \(b_k\).

```lean
/-- For any `k < n` given core vectors, some nonzero combination of the first `k + 1` vectors of an
orthonormal basis is orthogonal to all of them. -/
theorem exists_unseen_vector (b : OrthonormalBasis (Fin n) ℝ V) (c : Fin k → V)
    (hk : k < n) : ∃ x : V, x ≠ 0 ∧ (∀ i, ⟪c i, x⟫_ℝ = 0) ∧
      ∀ j : Fin n, k < j.1 → ⟪b j, x⟫_ℝ = 0 := by
  let e : Fin (k + 1) → Fin n := fun j => ⟨j.1, Nat.lt_of_lt_of_le j.2 hk⟩
  have he : Function.Injective e := by
    intro i j h
    have hval := congrArg Fin.val h
    exact Fin.ext hval
  let M : Matrix (Fin k) (Fin (k + 1)) ℝ := Matrix.of fun i j => ⟪c i, b (e j)⟫_ℝ
  -- k homogeneous linear conditions on k + 1 coefficients have a nonzero solution
  have hex : ∃ a : Fin (k + 1) → ℝ, a ≠ 0 ∧ M.mulVec a = 0 := by
    by_contra hno
    have hinj : Function.Injective M.mulVecLin := by
      rw [← LinearMap.ker_eq_bot, LinearMap.ker_eq_bot']
      intro a ha
      by_contra h0
      exact hno ⟨a, h0, ha⟩
    have hdim := LinearMap.finrank_le_finrank_of_injective hinj
    rw [Module.finrank_fin_fun, Module.finrank_fin_fun] at hdim
    omega
  obtain ⟨a, ha0, ha⟩ := hex
  refine ⟨∑ j, a j • b (e j), fun hx => ha0 ?_, fun i => ?_, fun j hj => ?_⟩
  · funext j
    have h := (b.orthonormal.comp e he).inner_right_fintype a j
    simp only [Function.comp_apply] at h
    rw [hx, inner_zero_right] at h
    exact h.symm
  · have h : ∑ j, ⟪c i, b (e j)⟫_ℝ * a j = 0 := congrFun ha i
    simp only [inner_sum, real_inner_smul_right]
    exact (Finset.sum_congr rfl fun j _ => mul_comm _ _).trans h
  · simp only [inner_sum, real_inner_smul_right]
    refine Finset.sum_eq_zero fun i _ => ?_
    have hne : j ≠ e i := by
      intro h
      have h' : j.1 = i.1 := congrArg Fin.val h
      have := i.2
      omega
    rw [b.orthonormal.2 hne, mul_zero]
```

## The bound for arbitrary shifts

The theorem states that a lowest eigenvalue exists and is at most `E ⟨k, hk⟩`, that is, \(E_k\). In the proof, `hsymm` is the symmetry of \(T\), `hlow` the variational lower bound, `hT` the equation \(Tx=Hx\), and `hup` the upper bound on the trial energy. The operator \(H\) is fixed, so in a self-consistent calculation the result applies to each Fock matrix separately.

```lean
/-- Let `H` have an orthonormal eigenbasis with ordered levels `E_0 ≤ E_1 ≤ …`. For any
`k < n` core vectors and any real shifts, the lowest eigenvalue of the model-potential
Hamiltonian is at most `E_k`, the level number `k + 1` of `H`. -/
theorem ground_level_le [FiniteDimensional ℝ V] (b : OrthonormalBasis (Fin n) ℝ V)
    {E : Fin n → ℝ} (hE : Monotone E) {H : V →ₗ[ℝ] V}
    (hH : ∀ i, H (b i) = E i • b i) (hk : k < n) (c : Fin k → V) (B : Fin k → ℝ) :
    ∃ μ, IsGroundLevel (shifted H c B) μ ∧ μ ≤ E ⟨k, hk⟩ := by
  have hsymm : (shifted H c B).IsSymmetric := by
    intro x y
    have h0 : ⟪H x, y⟫_ℝ = ⟪x, H y⟫_ℝ := by
      rw [real_inner_comm y (H x), matrix_element b hH y x, matrix_element b hH x y]
      exact Finset.sum_congr rfl fun i _ => by ring
    rw [shifted_apply, shifted_apply, inner_add_left, inner_add_right, h0,
      sum_inner, inner_sum]
    congr 1
    refine Finset.sum_congr rfl fun i _ => ?_
    simp only [real_inner_smul_left, real_inner_smul_right]
    rw [real_inner_comm (c i) x]
    ring
  have hn : Module.finrank ℝ V = n :=
    (Module.finrank_eq_card_basis b.toBasis).trans (Fintype.card_fin n)
  obtain ⟨b', E', hE', hb'⟩ := exists_ordered_levels hsymm hn
  have hmin : ∀ j, E' ⟨0, by omega⟩ ≤ E' j :=
    fun j => hE' (Fin.le_def.mpr (Nat.zero_le _))
  refine ⟨_, isGroundLevel_of_le b' hb' _ hmin, ?_⟩
  -- the trial vector does not feel the shifts
  obtain ⟨x, hx, hc, hb⟩ := exists_unseen_vector b c hk
  have hlow := variational_bound b' hb' hmin x
  have hT : shifted H c B x = H x := by simp [shifted_apply, hc]
  rw [hT] at hlow
  -- and it has no component above level E_k, which bounds its energy
  have hup : ⟪x, H x⟫_ℝ ≤ E ⟨k, hk⟩ * ⟪x, x⟫_ℝ := by
    have h1 := matrix_element b (E := fun _ => 1) (H := LinearMap.id) (by simp) x x
    simp only [LinearMap.id_apply, one_mul] at h1
    rw [matrix_element b hH x x, h1, Finset.mul_sum]
    refine Finset.sum_le_sum fun j _ => ?_
    by_cases h : k < j.1
    · simp [hb j h]
    · exact mul_le_mul_of_nonneg_right (hE (Fin.le_def.mpr (not_lt.mp h)))
        (mul_self_nonneg _)
  have hpos : 0 < ⟪x, x⟫_ℝ := by
    rw [real_inner_self_eq_norm_sq]
    exact pow_pos (norm_pos_iff.mpr hx) 2
  exact le_of_mul_le_mul_right (hlow.trans hup) hpos
```

## Collapse below the valence level

The hypothesis `hgap` stands for an omitted core shell that lies strictly below the valence level. If the two levels coincided, the lowest eigenvalue could equal the valence level, as the attained bound shows. The conclusion concerns the energy only and does not describe the shape of the collapsed orbital.

```lean
/-- Variational collapse: let `H` have an orthonormal eigenbasis with ordered levels. If the `k + 1`
core levels `E_0, …, E_k` lie strictly below the valence level `E_(k+1)`, then with only `k` core
vectors the lowest eigenvalue of the model-potential Hamiltonian stays strictly below that valence
level for all shifts. -/
theorem variational_collapse [FiniteDimensional ℝ V]
    (b : OrthonormalBasis (Fin n) ℝ V) {E : Fin n → ℝ} (hE : Monotone E)
    {H : V →ₗ[ℝ] V} (hH : ∀ i, H (b i) = E i • b i) (hk : k + 1 < n)
    (hgap : E ⟨k, by omega⟩ < E ⟨k + 1, hk⟩) (c : Fin k → V) (B : Fin k → ℝ) :
    ∃ μ, IsGroundLevel (shifted H c B) μ ∧ μ < E ⟨k + 1, hk⟩ := by
  obtain ⟨μ, hμ, hle⟩ := ground_level_le b hE hH (by omega : k < n) c B
  exact ⟨μ, hμ, lt_of_le_of_lt hle hgap⟩
```

## Exact core orbitals attain the bound

Here the core vectors are the \(k\) lowest eigenvectors, and `hB` requires each shifted level to reach at least \(E_k\). The step `hS` shows that \(T\) keeps the eigenbasis of \(H\), with the new levels `E'`. Comparing these levels with \(E_k\) completes the proof.

```lean
/-- The bound is attained: let `H` have an orthonormal eigenbasis with ordered levels. If the core
vectors are the first `k` vectors of this basis and each shift brings its level to `E_k` or above,
the lowest eigenvalue of the shifted Hamiltonian is exactly `E_k`. -/
theorem ground_level_eq (b : OrthonormalBasis (Fin n) ℝ V) {E : Fin n → ℝ}
    (hE : Monotone E) {H : V →ₗ[ℝ] V} (hH : ∀ i, H (b i) = E i • b i) (hk : k < n)
    (B : Fin k → ℝ) (hB : ∀ i : Fin k, E ⟨k, hk⟩ ≤ E ⟨i.1, i.2.trans hk⟩ + B i) :
    IsGroundLevel (shifted H (fun i : Fin k => b ⟨i.1, i.2.trans hk⟩) B)
      (E ⟨k, hk⟩) := by
  let E' : Fin n → ℝ := fun j => E j + if h : j.1 < k then B ⟨j.1, h⟩ else 0
  have hkk : E' ⟨k, hk⟩ = E ⟨k, hk⟩ := by simp [E']
  -- the shifted Hamiltonian keeps the eigenbasis of H
  have hS : ∀ j, shifted H (fun i : Fin k => b ⟨i.1, i.2.trans hk⟩) B (b j)
      = E' j • b j := by
    intro j
    rw [shifted_apply, hH j]
    simp only [E', add_smul]
    congr 1
    by_cases h : j.1 < k
    · rw [dif_pos h, Finset.sum_eq_single (⟨j.1, h⟩ : Fin k)]
      · have h1 : ⟪b j, b j⟫_ℝ = 1 := by
          rw [real_inner_self_eq_norm_sq, b.orthonormal.1 j, one_pow]
        change B ⟨j.1, h⟩ • ⟪b j, b j⟫_ℝ • b j = _
        rw [h1, one_smul]
      · intro i _ hij
        have hne : (⟨i.1, i.2.trans hk⟩ : Fin n) ≠ j := by
          intro h'
          have hval := congrArg Fin.val h'
          exact hij (Fin.ext hval)
        rw [b.orthonormal.2 hne, zero_smul, smul_zero]
      · intro h'
        exact absurd (Finset.mem_univ _) h'
    · rw [dif_neg h, zero_smul]
      refine Finset.sum_eq_zero fun i _ => ?_
      have hne : (⟨i.1, i.2.trans hk⟩ : Fin n) ≠ j := by
        intro h'
        have h2 : i.1 = j.1 := congrArg Fin.val h'
        exact h (h2 ▸ i.2)
      rw [b.orthonormal.2 hne, zero_smul, smul_zero]
  rw [← hkk]
  refine isGroundLevel_of_le b hS _ fun j => ?_
  rw [hkk]
  by_cases h : j.1 < k
  · simp only [E', dif_pos h]
    exact hB ⟨j.1, h⟩
  · simp only [E', dif_neg h, add_zero]
    exact hE (Fin.le_def.mpr (not_lt.mp h))

end ModelCorePotential
```

```lean
#print axioms ModelCorePotential.variational_collapse
#print axioms ModelCorePotential.ground_level_eq
```

```
'ModelCorePotential.variational_collapse' depends on axioms: [propext, Classical.choice, Quot.sound]
'ModelCorePotential.ground_level_eq' depends on axioms: [propext, Classical.choice, Quot.sound]
```
